# The spin covariance of a Slater determinant is singular exactly when the determinant is collinear

If the spin orbitals of a Slater determinant may mix up and down spin freely, an optimised determinant can have its spins along one common axis that is tilted away from \(z\), or along no common axis at all. The spin density matrix in a fixed frame does not show at a glance which case has occurred. The fluctuations of the total spin do: along a common axis they vanish.

In Lean 4 with Mathlib:

```lean
import Mathlib

open Matrix
open scoped Kronecker

namespace DeterminantSpinCovariance

noncomputable section
```

## Spin and its covariance

Take \(\hbar=1\) and the Pauli matrices \(\sigma_a\), with \(a=x,y,z\) indexed by 0, 1, 2 in `Fin 3`.

```lean
/-- The three Pauli matrices, in the order x, y, z. -/
def pauli : Fin 3 → Matrix (Fin 2) (Fin 2) ℂ :=
  ![!![0, 1; 1, 0], !![0, -Complex.I; Complex.I, 0], !![1, 0; 0, -1]]
```

One-electron operators are complex matrices on `n × Fin 2`, where `n` labels a finite orthonormal set of orbitals and spin index 0 means up. Spin acts as \(s_a=1\otimes\sigma_a/2\).

```lean
/-- The one-electron spin component `s_a = 1 ⊗ σ_a / 2` on orbitals times spin. -/
def spin (n : Type*) [DecidableEq n] (a : Fin 3) : Matrix (n × Fin 2) (n × Fin 2) ℂ :=
  (1 : Matrix n n ℂ) ⊗ₖ ((1 / 2 : ℂ) • pauli a)
```

For a real vector \(v\), not necessarily of unit length, write \(S_v=\sum_a v_a s_a\).

```lean
/-- The spin component `v · s` along a real vector `v`. -/
def spinAlong (n : Type*) [DecidableEq n] (v : Fin 3 → ℝ) :
    Matrix (n × Fin 2) (n × Fin 2) ℂ :=
  ∑ a, (v a : ℂ) • spin n a
```

Let \(P\) project onto the occupied spin orbitals and let \(Q=1-P\). Write \(\hat S_a\) for the total spin, the many-electron operator that sums \(s_a\) over all electrons. In the determinant, Wick's theorem gives \(\langle\hat S_a\hat S_b\rangle-\langle\hat S_a\rangle\langle\hat S_b\rangle=\mathrm{tr}(s_aQs_bP)\). The code takes the real part of this trace as the definition of \(A_{ab}\), which discards the antisymmetric part coming from the spin commutators.

```lean
variable {n : Type*} [Fintype n] [DecidableEq n] {P : Matrix (n × Fin 2) (n × Fin 2) ℂ}

/-- The spin covariance matrix `A_ab = Re tr(s_a (1 - P) s_b P)` of the determinant whose occupied
spin orbitals span the range of the projector `P`. -/
def spinCov (P : Matrix (n × Fin 2) (n × Fin 2) ℂ) : Matrix (Fin 3) (Fin 3) ℝ :=
  Matrix.of fun a b => (trace (spin n a * (1 - P) * spin n b * P)).re
```

## Algebra of the spin components

Since \(\sigma_a^\dagger=\sigma_a\), also \(s_a^\dagger=1\otimes\sigma_a^\dagger/2=s_a\). The Pauli identity is checked entry by entry.

```lean
omit [Fintype n] in
/-- Each spin component is Hermitian. -/
theorem spin_conjTranspose (a : Fin 3) : (spin n a)ᴴ = spin n a := by
  have h : (pauli a)ᴴ = pauli a := by
    ext i j
    fin_cases a <;> fin_cases i <;> fin_cases j <;> simp [pauli]
  have h2 : star (1 / 2 : ℂ) = 1 / 2 := by simp
  rw [spin, conjTranspose_kronecker, conjTranspose_one, conjTranspose_smul, h, h2]
```

Real coefficients preserve this, so \(S_v^\dagger=S_v\).

```lean
omit [Fintype n] in
/-- The spin component along any real vector is Hermitian. -/
theorem spinAlong_conjTranspose (v : Fin 3 → ℝ) : (spinAlong n v)ᴴ = spinAlong n v := by
  simp only [spinAlong, Fin.sum_univ_three, conjTranspose_add, conjTranspose_smul,
    spin_conjTranspose, Complex.star_def, Complex.conj_ofReal]
```

From \(\sigma_a^2=1\) follows \(s_a^2=1\otimes\sigma_a^2/4=1/4\).

```lean
/-- Each spin component of an electron squares to `1/4`. -/
theorem spin_sq (a : Fin 3) : spin n a * spin n a = (1 / 4 : ℂ) • 1 := by
  have h : pauli a * pauli a = 1 := by
    ext i j
    fin_cases a <;> fin_cases i <;> fin_cases j <;>
      simp [pauli, Matrix.mul_apply, Fin.sum_univ_two]
  have h2 : (1 / 2 : ℂ) * (1 / 2) = 1 / 4 := by norm_num
  rw [spin, ← mul_kronecker_mul, Matrix.one_mul, Matrix.smul_mul, Matrix.mul_smul, h,
    smul_smul, h2, kronecker_smul, one_kronecker_one]
```

## The variance as a squared norm

By linearity of the trace,
\[(Av)_a=\sum_b \mathrm{Re}\,\mathrm{tr}(s_aQs_bP)\,v_b=\mathrm{Re}\,\mathrm{tr}(s_aM),\qquad M=QS_vP.\]
The block \(M\) carries occupied orbitals into virtual ones.

```lean
/-- The covariance matrix applied to `v` is read off from the virtual-occupied block
`(1 - P) (v · s) P`. -/
theorem spinCov_mulVec (v : Fin 3 → ℝ) (a : Fin 3) :
    (spinCov P *ᵥ v) a = (trace (spin n a * ((1 - P) * spinAlong n v * P))).re := by
  simp only [spinCov, spinAlong, Matrix.mulVec, dotProduct, Matrix.of_apply,
    Fin.sum_univ_three, Matrix.mul_add, Matrix.add_mul, Matrix.mul_smul, Matrix.smul_mul,
    trace_add, trace_smul, smul_eq_mul, Complex.add_re, Complex.re_ofReal_mul,
    Matrix.mul_assoc]
  ring
```

Contracting with \(v\) gives \(v\cdot Av=\mathrm{Re}\,\mathrm{tr}(S_vQS_vP)\), which is `h1`. From \(P^\dagger=P\), \(P^2=P\) and hence \(Q^2=Q\),
\[\mathrm{tr}(M^\dagger M)=\mathrm{tr}(PS_vQS_vP)=\mathrm{tr}(S_vQS_vP),\]
which is `h2`. Therefore \(v\cdot Av=\sum_{ij}|M_{ij}|^2\).

```lean
/-- For a Hermitian idempotent `P`, the spin variance along `v` is the sum of the squared moduli
of the entries of the virtual-occupied block `(1 - P) (v · s) P`. -/
theorem variance_eq_norm_sq (hP : P.IsHermitian) (hP2 : P * P = P) (v : Fin 3 → ℝ) :
    v ⬝ᵥ spinCov P *ᵥ v = ∑ i, ∑ j, ‖((1 - P) * spinAlong n v * P) i j‖ ^ 2 := by
  -- the quadratic form is a single trace
  have h1 : v ⬝ᵥ spinCov P *ᵥ v
      = (trace (spinAlong n v * ((1 - P) * spinAlong n v * P))).re := by
    simp only [dotProduct, spinCov_mulVec]
    generalize (1 - P) * spinAlong n v * P = M
    simp only [spinAlong, Fin.sum_univ_three, Matrix.add_mul, Matrix.smul_mul,
      trace_add, trace_smul, smul_eq_mul, Complex.add_re, Complex.re_ofReal_mul]
  have hQ : (1 - P) * (1 - P) = 1 - P := by
    have h : (1 - P) * (1 - P) = 1 - P - P + P * P := by noncomm_ring
    rw [h, hP2, sub_add_cancel]
  -- cyclicity and idempotency make it the trace of `Mᴴ M`
  have h2 : trace (((1 - P) * spinAlong n v * P)ᴴ * ((1 - P) * spinAlong n v * P))
      = trace (spinAlong n v * ((1 - P) * spinAlong n v * P)) := by
    have e : ((1 - P) * spinAlong n v * P)ᴴ * ((1 - P) * spinAlong n v * P)
        = P * (spinAlong n v * ((1 - P) * (1 - P)) * spinAlong n v * P) := by
      simp only [conjTranspose_mul, conjTranspose_sub, conjTranspose_one, hP.eq,
        spinAlong_conjTranspose, Matrix.mul_assoc]
    rw [e, hQ, trace_mul_comm]
    simp only [Matrix.mul_assoc, hP2]
  rw [h1, ← h2]
  generalize (1 - P) * spinAlong n v * P = M
  simp only [Matrix.trace, diag_apply, Matrix.mul_apply, conjTranspose_apply, Complex.re_sum]
  rw [Finset.sum_comm]
  refine Finset.sum_congr rfl fun i _ => Finset.sum_congr rfl fun j _ => ?_
  rw [← Complex.normSq_eq_norm_sq, Complex.star_def, Complex.mul_re, Complex.conj_re,
    Complex.conj_im, Complex.normSq_apply]
  ring
```

Expanding, \(M=S_vP-PS_vP\). If \(M=0\), then \(S_vP=PS_vP\); the adjoint reads \(PS_v=PS_vP\), so \(PS_v=S_vP\). Conversely, if they commute, \(PS_vP=S_vP^2=S_vP\) and \(M=0\).

```lean
/-- For a Hermitian idempotent `P`, the spin component along `v` has no virtual-occupied block
exactly when it commutes with `P`. -/
theorem block_eq_zero_iff (hP : P.IsHermitian) (hP2 : P * P = P) (v : Fin 3 → ℝ) :
    (1 - P) * spinAlong n v * P = 0 ↔ P * spinAlong n v = spinAlong n v * P := by
  have h0 : (1 - P) * spinAlong n v * P = spinAlong n v * P - P * spinAlong n v * P := by
    noncomm_ring
  rw [h0]
  constructor
  · intro h
    have h1 := sub_eq_zero.mp h
    -- the adjoint of `S P = P S P` is `P S = P S P`
    have h2 := congrArg conjTranspose h1
    simp only [conjTranspose_mul, hP.eq, spinAlong_conjTranspose] at h2
    exact h2.trans ((Matrix.mul_assoc _ _ _).symm.trans h1.symm)
  · intro h
    rw [h, Matrix.mul_assoc, hP2, sub_self]
```

## Symmetry, positivity, trace and zeros

The hypotheses `hP` and `hP2` say that \(P\) is Hermitian and idempotent, as the projector of a single determinant is; correlated states are not covered. The four parts of the theorem follow in order.

- Symmetry: \(\overline{\mathrm{tr}(s_aQs_bP)}=\mathrm{tr}(Ps_bQs_a)=\mathrm{tr}(s_bQs_aP)\), so the real parts agree.
- Positivity: \(v\cdot Av\) is a sum of squares.
- Trace: \(s_aQs_aP=\tfrac14P-s_aPs_aP\). Summing over \(a\) gives \(\mathrm{tr}A=\tfrac34\mathrm{tr}P-\sum_a\mathrm{tr}(s_aPs_aP)\), with real parts taken in the code.
- Zeros: the sum of squares vanishes only if every \(M_{ij}\) does, which means that \(P\) commutes with \(S_v\).

```lean
/-- For a Hermitian idempotent `P`, the spin covariance `A` is symmetric and positive semidefinite,
`tr A = (3/4) tr P - ∑ tr(s_a P s_a P)` in real parts, and the variance along `v` vanishes
exactly when `P` commutes with `v · s`. -/
theorem spinCov_properties (hP : P.IsHermitian) (hP2 : P * P = P) :
    (spinCov P).IsSymm ∧ (∀ v, 0 ≤ v ⬝ᵥ spinCov P *ᵥ v) ∧
    (spinCov P).trace
      = 3 / 4 * (trace P).re - ∑ a, (trace (spin n a * P * spin n a * P)).re ∧
    ∀ v, v ⬝ᵥ spinCov P *ᵥ v = 0 ↔ P * spinAlong n v = spinAlong n v * P := by
  refine ⟨Matrix.IsSymm.ext fun a b => ?_, fun v => ?_, ?_, fun v => ?_⟩
  · -- exchanging the two spins conjugates the trace
    have h : trace (spin n b * (1 - P) * spin n a * P)
        = star (trace (spin n a * (1 - P) * spin n b * P)) := by
      rw [← trace_conjTranspose]
      simp only [conjTranspose_mul, conjTranspose_sub, conjTranspose_one, hP.eq,
        spin_conjTranspose]
      rw [trace_mul_comm]
      simp only [Matrix.mul_assoc]
    simp only [spinCov, Matrix.of_apply]
    exact (congrArg Complex.re h).trans (Complex.conj_re _)
  · rw [variance_eq_norm_sq hP hP2]
    exact Finset.sum_nonneg fun i _ => Finset.sum_nonneg fun j _ => sq_nonneg _
  · -- each diagonal entry is `1/4` of `tr P` minus `tr(s_a P s_a P)`, in real parts
    have h (a : Fin 3) : (trace (spin n a * (1 - P) * spin n a * P)).re
        = 1 / 4 * (trace P).re - (trace (spin n a * P * spin n a * P)).re := by
      have h1 : spin n a * (1 - P) * spin n a * P
          = spin n a * spin n a * P - spin n a * P * spin n a * P := by noncomm_ring
      have h2 : (1 / 4 : ℂ) = ((1 / 4 : ℝ) : ℂ) := by norm_num
      rw [h1, trace_sub, spin_sq, Matrix.smul_mul, Matrix.one_mul, trace_smul, smul_eq_mul,
        Complex.sub_re, h2, Complex.re_ofReal_mul]
    have ht : (spinCov P).trace
        = ∑ a, (trace (spin n a * (1 - P) * spin n a * P)).re := rfl
    rw [ht]
    simp only [h, Fin.sum_univ_three]
    ring
  · rw [← block_eq_zero_iff hP hP2, variance_eq_norm_sq hP hP2]
    generalize (1 - P) * spinAlong n v * P = M
    constructor
    · intro h
      ext i j
      have h1 := (Finset.sum_eq_zero_iff_of_nonneg
        (fun _ _ => by positivity)).mp h i (Finset.mem_univ i)
      have h2 := (Finset.sum_eq_zero_iff_of_nonneg
        (fun _ _ => by positivity)).mp h1 j (Finset.mem_univ j)
      exact norm_eq_zero.mp ((pow_eq_zero_iff two_ne_zero).mp h2)
    · intro h
      simp [h]
```

## The collinearity test

Call a Slater determinant collinear if its occupied space has a basis of spin orbitals that each have definite spin, up or down, along one common axis \(v\neq0\), that is, a basis of eigenvectors of \(S_v\). This holds exactly when \(P\) commutes with \(S_v\): if they commute, the Hermitian \(S_v\) maps the occupied space into itself and can be diagonalised there; if such a basis exists, \(S_v\) maps the occupied space into itself, so \(M=0\) and they commute. Now \(\det A\) vanishes exactly when \(Av=0\) for some \(v\neq0\). Then \(v\cdot Av=0\), so \(P\) commutes with \(S_v\). Conversely, commuting gives \(M=0\), hence \((Av)_a=\mathrm{Re}\,\mathrm{tr}(s_aM)=0\). For a single determinant in a finite orthonormal basis, a noncollinear calculation can thus be tested with one \(3\times3\) matrix. If it is singular, each nonzero null vector gives a common axis; for a closed shell \(A=0\) and every direction is one.

```lean
/-- Collinearity test: for a Hermitian idempotent `P`, the spin covariance is singular exactly when
`P` commutes with the spin component along some nonzero vector. -/
theorem det_spinCov_eq_zero_iff (hP : P.IsHermitian) (hP2 : P * P = P) :
    (spinCov P).det = 0 ↔
      ∃ v : Fin 3 → ℝ, v ≠ 0 ∧ P * spinAlong n v = spinAlong n v * P := by
  rw [← Matrix.exists_mulVec_eq_zero_iff]
  constructor
  · rintro ⟨v, hv, h⟩
    exact ⟨v, hv, ((spinCov_properties hP hP2).2.2.2 v).mp (by rw [h, dotProduct_zero])⟩
  · rintro ⟨v, hv, h⟩
    refine ⟨v, hv, funext fun a => ?_⟩
    simp only [spinCov_mulVec, (block_eq_zero_iff hP hP2 v).mpr h, Matrix.mul_zero,
      trace_zero, Complex.zero_re, Pi.zero_apply]
```

## Parallel and perpendicular spins

Put one spin-up electron in each of \(N\) orbitals, so that \(P=1\otimes u\) with \(u=\mathrm{diag}(1,0)\).

```lean
/-- The projector of the high-spin determinant: every orbital holds one electron of spin up. -/
def highSpin (n : Type*) [DecidableEq n] : Matrix (n × Fin 2) (n × Fin 2) ℂ :=
  (1 : Matrix n n ℂ) ⊗ₖ !![1, 0; 0, 0]
```

Then \(Q=1\otimes d\) with \(d=\mathrm{diag}(0,1)\), and
\[A_{ab}=\tfrac N4\,\mathrm{Re}\,\mathrm{tr}(\sigma_a d\,\sigma_b u)=\tfrac N4\,\mathrm{Re}\big[(\sigma_a)_{01}(\sigma_b)_{10}\big].\]
The \(xx\) and \(yy\) products are 1, the \(xy\) and \(yx\) products are imaginary, and any product involving \(z\) is zero. So \(A=\tfrac N4\,\mathrm{diag}(1,1,0)\), with null vector along \(z\).

```lean
/-- The high-spin projector is Hermitian and idempotent, and its spin covariance is
`diag(1, 1, 0)` times a quarter of the number of orbitals. -/
theorem highSpin_witness :
    (highSpin n).IsHermitian ∧ highSpin n * highSpin n = highSpin n ∧
    spinCov (highSpin n) = ((Fintype.card n : ℝ) / 4) • !![1, 0, 0; 0, 1, 0; 0, 0, 0] := by
  refine ⟨?_, ?_, ?_⟩
  · have hu : (!![1, 0; 0, 0] : Matrix (Fin 2) (Fin 2) ℂ)ᴴ = !![1, 0; 0, 0] := by
      ext i j
      fin_cases i <;> fin_cases j <;> simp
    rw [Matrix.IsHermitian, highSpin, conjTranspose_kronecker, conjTranspose_one, hu]
  · have hu : (!![1, 0; 0, 0] : Matrix (Fin 2) (Fin 2) ℂ) * !![1, 0; 0, 0]
        = !![1, 0; 0, 0] := by
      ext i j
      fin_cases i <;> fin_cases j <;> simp [Matrix.mul_apply, Fin.sum_univ_two]
    rw [highSpin, ← mul_kronecker_mul, Matrix.one_mul, hu]
  · -- the virtual orbitals are the spin-down ones
    have hd : (!![0, 0; 0, 1] : Matrix (Fin 2) (Fin 2) ℂ) + !![1, 0; 0, 0] = 1 := by
      ext i j
      fin_cases i <;> fin_cases j <;> simp
    have hq : 1 - highSpin n = (1 : Matrix n n ℂ) ⊗ₖ !![0, 0; 0, 1] := by
      rw [sub_eq_iff_eq_add, highSpin, ← kronecker_add, hd, one_kronecker_one]
    have h (a b : Fin 3) :
        (trace (pauli a * !![0, 0; 0, 1] * pauli b * !![1, 0; 0, 0])).re
          = (!![1, 0, 0; 0, 1, 0; 0, 0, 0] : Matrix (Fin 3) (Fin 3) ℝ) a b := by
      fin_cases a <;> fin_cases b <;>
        simp [pauli, trace_fin_two]
    ext a b
    have k : trace (spin n a * (1 - highSpin n) * spin n b * highSpin n)
        = (((Fintype.card n : ℝ) / 4 : ℝ) : ℂ)
          * trace (pauli a * !![0, 0; 0, 1] * pauli b * !![1, 0; 0, 0]) := by
      rw [hq, spin, spin, highSpin, ← mul_kronecker_mul, ← mul_kronecker_mul,
        ← mul_kronecker_mul, trace_kronecker]
      simp only [Matrix.one_mul, trace_one, Matrix.smul_mul, Matrix.mul_smul, trace_smul,
        smul_eq_mul]
      push_cast
      ring
    rw [spinCov, Matrix.of_apply, k, Complex.re_ofReal_mul, h, Matrix.smul_apply, smul_eq_mul]

end

end DeterminantSpinCovariance
```

For contrast, take two orbitals, one holding a spin along \(z\) and the other a spin along \(x\). Each orbital contributes separately, \(\tfrac14\mathrm{diag}(1,1,0)\) and \(\tfrac14\mathrm{diag}(0,1,1)\), so
\[A=\mathrm{diag}\big(\tfrac14,\tfrac12,\tfrac14\big),\qquad \det A=\tfrac1{32}\neq0,\]
and no common axis exists. The trace formula agrees: \(\tfrac34\cdot2-\big(\tfrac14+\tfrac14\big)=1\).

```lean
#print axioms DeterminantSpinCovariance.det_spinCov_eq_zero_iff
-- 'DeterminantSpinCovariance.det_spinCov_eq_zero_iff' depends on axioms: [propext, Classical.choice, Quot.sound]
```
